# Projecting hyperfine levels on I·J removes the quadrupole constant; a single interval generally keeps it

An atomic level with electronic angular momentum $J$ and nuclear spin $I$ splits, without any external field, into hyperfine levels labelled by the total angular momentum $F$. A spectrum gives the spacings, and one wants the magnetic dipole constant $A$. If dipole coupling acts alone, the interval below level $F$ is $AF$, so one interval is enough. When $I$ and $J$ are both at least $1$, a nuclear electric quadrupole moment can spoil this: for $I=J=3/2$ the three intervals, each divided by its upper $F$, give $A-B$, $A-B/2$ and $A+B/3$, where $B$ is the quadrupole constant. A weighted sum over all four levels still gives exactly $75A$.

Both statements rest on the first-order energy formula with dipole and quadrupole terms only. That a measured multiplet follows this formula, with negligible mixing between different $J$ and no higher multipoles, is the physical step taken as given. Within this two-parameter model, the result matters when a computed $A$ from electronic-structure theory is compared with a value read from a spectrum.

In Lean 4 with Mathlib:

```lean
import Mathlib

namespace HyperfineIntervals

noncomputable section
```

## Two couplings, one polynomial

Squaring $\mathbf F=\mathbf I+\mathbf J$ gives, in units of $\hbar^2$, the value of $\mathbf I\cdot\mathbf J$ in level $F$:

$$x_F=\tfrac12\,[F(F+1)-I(I+1)-J(J+1)].$$

```lean
/-- The value of the scalar product I·J in the level of total angular momentum F. -/
def dipole (I J F : ℝ) : ℝ :=
  (F * (F + 1) - I * (I + 1) - J * (J + 1)) / 2
```

The name `dipole` stands for this number, not for a magnetic moment. The quadrupole coupling is quadratic in the same quantity:

$$q_F=3x_F^2+\tfrac32x_F-I(I+1)J(J+1).$$

```lean
/-- The quadrupole polynomial 3(I·J)² + (3/2) I·J - I(I+1)J(J+1) in the level F. -/
def quadrupole (I J F : ℝ) : ℝ :=
  3 * dipole I J F ^ 2 + 3 / 2 * dipole I J F - I * (I + 1) * (J * (J + 1))
```

The energy, measured from the unsplit level, is

$$E_F=A\,x_F+b\,q_F,\qquad B=2I(2I-1)J(2J-1)\,b .$$

The constant $A$ stands for the coupling of the nuclear magnetic moment to the field of the electrons, and $B$ for the coupling of the nuclear quadrupole moment to the electric field gradient. The lowercase $b$ is a reduced constant, not the textbook $B$; it avoids a division by zero when a spin is $0$ or $1/2$.

```lean
/-- The hyperfine energy of the level F, with dipole constant A and reduced quadrupole
constant b. For I, J ≥ 1 the usual constant is B = 2I(2I-1)J(2J-1) b. -/
def energy (I J A b F : ℝ) : ℝ :=
  A * dipole I J F + b * quadrupole I J F
```

All arguments of `energy` are real numbers. The definition contains no operators or states: the diagonal form of the interaction is the starting point.

## Summing over a multiplet by telescoping

Each level holds $2F+1$ states, so the natural sum is

$$S[f]=\sum_{F=|I-J|}^{I+J}(2F+1)f(F).$$

```lean
/-- The sum of (2F+1) f(F) over the levels F = |I-J|, ..., I+J for the spins
I = i/2 and J = j/2. -/
def levelSum (i j : ℕ) (f : ℝ → ℝ) : ℝ :=
  ∑ k ∈ Finset.range (min i j + 1),
    (2 * (|(i / 2 : ℝ) - j / 2| + k) + 1) * f (|(i / 2 : ℝ) - j / 2| + k)
```

The natural numbers `i` and `j` are $2I$ and $2J$, which admits exactly the integer and half-integer spins. The index `k` counts upwards from $|I-J|$, and there are $\min(2I,2J)+1$ levels.

Suppose $(2F+1)f(F)=P(F+1)-P(F)$. Neighbouring terms cancel and leave $P(I+J+1)-P(|I-J|)$. If $P$ is even, the absolute value can be dropped:

$$S[f]=P(I+J+1)-P(I-J).$$

```lean
/-- If (2F+1) f(F) is the difference P(F+1) - P(F) of an even function P, the sum over
all hyperfine levels is P(I+J+1) - P(I-J). -/
theorem levelSum_telescope (i j : ℕ) (f P : ℝ → ℝ)
    (hstep : ∀ F, P (F + 1) - P F = (2 * F + 1) * f F)
    (heven : ∀ F, P (-F) = P F) :
    levelSum i j f = P ((i / 2 : ℝ) + j / 2 + 1) - P ((i / 2 : ℝ) - j / 2) := by
  have h : ∀ (a : ℝ) (n : ℕ),
      ∑ k ∈ Finset.range n, (2 * (a + k) + 1) * f (a + k) = P (a + n) - P a := by
    intro a n
    induction n with
    | zero => simp
    | succ n ih =>
      have e : a + ((n + 1 : ℕ) : ℝ) = a + n + 1 := by
        push_cast
        ring
      rw [Finset.sum_range_succ, ih, ← hstep, e]
      ring
  -- the highest level is F = I + J, whichever spin is larger
  have htop : |(i / 2 : ℝ) - j / 2| + ((min i j + 1 : ℕ) : ℝ)
      = (i / 2 : ℝ) + j / 2 + 1 := by
    rcases le_total i j with hij | hij
    · have hr : (i : ℝ) ≤ j := by exact_mod_cast hij
      rw [min_eq_left hij, abs_of_nonpos (by linarith)]
      push_cast
      ring
    · have hr : (j : ℝ) ≤ i := by exact_mod_cast hij
      rw [min_eq_right hij, abs_of_nonneg (by linarith)]
      push_cast
      ring
  have habs : P |(i / 2 : ℝ) - j / 2| = P ((i / 2 : ℝ) - j / 2) := by
    rcases abs_choice ((i / 2 : ℝ) - j / 2) with e | e
    · rw [e]
    · rw [e, heven]
  unfold levelSum
  rw [h, htop, habs]
```

The induction `h` is the cancellation for any starting point and any number of terms. `htop` finds the upper end by treating $I\le J$ and $J\le I$ separately, and `habs` uses the evenness of $P$ at the lower end.

## The centre of gravity stays in place

Write $u=F(F+1)$, $c=I(I+1)+J(J+1)$, $p=I(I+1)J(J+1)$ and $N=(2I+1)(2J+1)$. Even primitives for the first powers of $u$ are

$$1:\ F^2,\qquad u:\ \tfrac12F^2(F^2-1),\qquad u^2:\ \tfrac13F^2(F^2-1)^2 .$$

For $u$, for instance, the difference is $\tfrac12F(F+1)[(F+1)(F+2)-F(F-1)]=(2F+1)u$; for $u^2$ it is $\tfrac13u^2[(F+2)^2-(F-1)^2]=(2F+1)u^2$.

Let $z_1=(I+J+1)^2$ and $z_2=(I-J)^2$ be the squared end points. Then

$$z_1-z_2=N,\qquad z_1+z_2=2c+1,\qquad z_1z_2=c^2-4p .$$

Hence $S[1]=N$ and $S[u]=\tfrac12N(z_1+z_2-1)=Nc$. For the square,

$$S[u^2]=\tfrac N3\left[(z_1+z_2-1)^2-z_1z_2\right]=N\left(c^2+\tfrac43p\right).$$

Since $x=(u-c)/2$, it follows that $S[x]=0$ and $S[x^2]=Np/3$. Therefore

$$S[E]=A\cdot0+b\left(3\cdot\tfrac{Np}{3}+0-Np\right)=0 .$$

```lean
/-- The hyperfine interaction leaves the centre of gravity of the multiplet in place:
the energies weighted by 2F+1 sum to zero. -/
theorem centre_of_gravity (i j : ℕ) (A b : ℝ) :
    levelSum i j (energy (i / 2) (j / 2) A b) = 0 := by
  obtain ⟨c, hc⟩ : ∃ c : ℝ, c = (i / 2 : ℝ) * (i / 2 + 1) + (j / 2 : ℝ) * (j / 2 + 1) :=
    ⟨_, rfl⟩
  obtain ⟨p, hp⟩ : ∃ p : ℝ, p = (i / 2 : ℝ) * (i / 2 + 1) * ((j / 2 : ℝ) * (j / 2 + 1)) :=
    ⟨_, rfl⟩
  refine (levelSum_telescope i j _ (fun F =>
    (A / 2 + 3 * b / 4) * (F ^ 2 * (F ^ 2 - 1) / 2 - c * F ^ 2)
    + 3 * b / 4 * (F ^ 2 * (F ^ 2 - 1) ^ 2 / 3 - c * (F ^ 2 * (F ^ 2 - 1)) + c ^ 2 * F ^ 2)
    - b * p * F ^ 2) ?_ ?_).trans ?_
  · intro F
    simp only [energy, quadrupole, dipole, hc, hp]
    ring
  · intro F
    ring
  · simp only [hc, hp]
    ring
```

The theorem holds for all `i` and `j`, including zero. In the proof, `c` and `p` are the letters above, and the function passed to `levelSum_telescope` is the primitive of $E_F$ assembled from the three listed ones. Three goals remain: the difference equation, the evenness, and the value at the end points. Each is a polynomial identity, which `ring` settles.

## Projection on I·J leaves only the dipole constant

Multiplying $E_F$ by $x_F$ brings in $x^3$, and so $u^3$. The function $\tfrac14F^4(F^2-1)^2$ has the difference

$$\tfrac14u^2\left[(F+1)^2(F+2)^2-F^2(F-1)^2\right]=(2F+1)(u^3+u^2),$$

so subtracting the primitive of $u^2$ gives that of $u^3$. At the end points,

$$S[u^3]+S[u^2]=\tfrac14\left[z_1^2(z_1-1)^2-z_2^2(z_2-1)^2\right]=Nc\,(c^2+c+4p),$$

and thus $S[u^3]=N(c^3+4cp-\tfrac43p)$. Expanding the cube,

$$S[(u-c)^3]=S[u^3]-3c\,S[u^2]+3c^2S[u]-c^3N=-\tfrac43Np,$$

so $S[x^3]=-Np/6$. The quadrupole part now cancels:

$$S[xq]=3\left(-\tfrac{Np}{6}\right)+\tfrac32\cdot\tfrac{Np}{3}-p\cdot0=0,$$

$$S[xE]=A\,S[x^2]=\frac{A}{3}(2I+1)(2J+1)I(I+1)J(J+1).$$

```lean
/-- The sum of the energies weighted by (2F+1) times the value of I·J is A (2I+1)(2J+1) I(I+1)
J(J+1) / 3, for all spins I = i/2, J = j/2 and every reduced quadrupole constant b. -/
theorem dipole_projection (i j : ℕ) (A b : ℝ) :
    levelSum i j (fun F => dipole (i / 2) (j / 2) F * energy (i / 2) (j / 2) A b F)
      = A * ((i + 1) * (j + 1) * ((i / 2 : ℝ) * (i / 2 + 1))
          * ((j / 2 : ℝ) * (j / 2 + 1)) / 3) := by
  obtain ⟨c, hc⟩ : ∃ c : ℝ, c = (i / 2 : ℝ) * (i / 2 + 1) + (j / 2 : ℝ) * (j / 2 + 1) :=
    ⟨_, rfl⟩
  obtain ⟨p, hp⟩ : ∃ p : ℝ, p = (i / 2 : ℝ) * (i / 2 + 1) * ((j / 2 : ℝ) * (j / 2 + 1)) :=
    ⟨_, rfl⟩
  -- the three summands are multiples of primitives for the square, the cube and the first
  -- power of I·J, in this order
  refine (levelSum_telescope i j _ (fun F =>
    (A / 4 + 3 * b / 8) *
      (F ^ 2 * (F ^ 2 - 1) ^ 2 / 3 - c * (F ^ 2 * (F ^ 2 - 1)) + c ^ 2 * F ^ 2)
    + 3 * b / 8 * (F ^ 4 * (F ^ 2 - 1) ^ 2 / 4 - F ^ 2 * (F ^ 2 - 1) ^ 2 / 3
      - c * (F ^ 2 * (F ^ 2 - 1) ^ 2) + 3 * c ^ 2 * (F ^ 2 * (F ^ 2 - 1) / 2) - c ^ 3 * F ^ 2)
    - b * p / 2 * (F ^ 2 * (F ^ 2 - 1) / 2 - c * F ^ 2)) ?_ ?_).trans ?_
  · intro F
    simp only [energy, quadrupole, dipole, hc, hp]
    ring
  · intro F
    ring
  · simp only [hc, hp]
    ring
```

Here `(i + 1) * (j + 1)` is $N$, and the remaining factors are $I(I+1)$ and $J(J+1)$. The right-hand side contains no `b`. If both spins are nonzero, dividing by the factor next to $A$ recovers $A$; if either is zero, there is no splitting and both sides vanish. The proof has the same three goals as before, with the primitive of $x_FE_F$ in place of that of $E_F$.

Measured energies usually carry an unknown common offset. It does no harm, because $S[x]=0$, which is `centre_of_gravity` at $A=1$, $b=0$.

## What one interval measures

For neighbouring levels, $x_F-x_{F-1}=F$ and $x_F+x_{F-1}=F^2-c$. The difference of squares then gives

$$q_F-q_{F-1}=3F(F^2-c)+\tfrac32F=3F\left(F^2+\tfrac12-c\right),$$

and division by $F$ yields

$$\frac{E_F-E_{F-1}}{F}=A+3b\left(F^2+\tfrac12-I(I+1)-J(J+1)\right).$$

```lean
/-- The interval rule with quadrupole coupling: for F ≠ 0, the interval below the level F
divided by F is A plus a term proportional to b that depends on F. -/
theorem interval_rule (I J A b F : ℝ) (hF : F ≠ 0) :
    (energy I J A b F - energy I J A b (F - 1)) / F
      = A + 3 * b * (F ^ 2 + 1 / 2 - (I * (I + 1) + J * (J + 1))) := by
  rw [div_eq_iff hF]
  simp only [energy, quadrupole, dipole]
  ring
```

The proof clears the denominator with `div_eq_iff` and compares polynomials. The identity holds for every nonzero real `F`; it describes a physical interval only when $F$ and $F-1$ both occur in the multiplet.

The interval returns $A$ exactly when the correction vanishes, that is, when one of its factors does:

$$b=0\quad\text{or}\quad F^2+\tfrac12=I(I+1)+J(J+1).$$

```lean
/-- For F ≠ 0, a single interval divided by F equals A exactly when the quadrupole constant
vanishes or F² + 1/2 = I(I+1) + J(J+1). -/
theorem interval_unbiased_iff (I J A b F : ℝ) (hF : F ≠ 0) :
    (energy I J A b F - energy I J A b (F - 1)) / F = A
      ↔ b = 0 ∨ F ^ 2 + 1 / 2 = I * (I + 1) + J * (J + 1) := by
  rw [interval_rule I J A b F hF]
  constructor
  · intro h
    have hprod : b * (F ^ 2 + 1 / 2 - (I * (I + 1) + J * (J + 1))) = 0 := by
      linear_combination h / 3
    rcases mul_eq_zero.mp hprod with hb | hf
    · exact Or.inl hb
    · exact Or.inr (sub_eq_zero.mp hf)
  · rintro (h | h)
    · rw [h]
      ring
    · linear_combination 3 * b * h
```

From left to right, `linear_combination` extracts the vanishing product and `mul_eq_zero` splits it. In the other direction $b=0$ is substituted, and the second condition is used through `linear_combination`.

The second alternative does occur. With $I=1/2$ and $J\ge1/2$ the only interval has $F=J+1/2$ and satisfies it, as it should, since a spin $1/2$ has no quadrupole coupling. It can also hold by coincidence, as for $I=J=9/2$ and $F=7$. Hence a single interval is generally, but not always, biased when $b\neq0$.

## Four levels for I = J = 3/2

Here $I(I+1)=J(J+1)=15/4$ and $B=18b$. Inserting $F(F+1)=0,2,6,12$ gives

| $F$ | $x_F$ | $q_F/18$ |
|---|---|---|
| 0 | $-15/4$ | $5/4$ |
| 1 | $-11/4$ | $1/4$ |
| 2 | $-3/4$ | $-3/4$ |
| 3 | $9/4$ | $1/4$ |

and $E_F=A\,x_F+B\,q_F/18$.

```lean
/-- The four hyperfine energies for I = J = 3/2 in terms of A and the usual quadrupole
constant B = 18 b. -/
theorem energies_three_halves (A B : ℝ) :
    energy (3 / 2) (3 / 2) A (B / 18) 0 = A * (-15 / 4) + B * (5 / 4) ∧
    energy (3 / 2) (3 / 2) A (B / 18) 1 = A * (-11 / 4) + B * (1 / 4) ∧
    energy (3 / 2) (3 / 2) A (B / 18) 2 = A * (-3 / 4) + B * (-3 / 4) ∧
    energy (3 / 2) (3 / 2) A (B / 18) 3 = A * (9 / 4) + B * (1 / 4) := by
  simp only [energy, quadrupole, dipole]
  refine ⟨?_, ?_, ?_, ?_⟩ <;> ring
```

The argument `B / 18` converts the usual constant to the reduced one. The weights are $1,3,5,7$, so the coefficients of $A$ and $B$ in the projected sum are

$$\frac{225+3\cdot121+5\cdot9+7\cdot81}{16}=75,\qquad \frac{-75-33+45+63}{16}=0 .$$

```lean
/-- For I = J = 3/2 the weighted sum over the levels F = 0, 1, 2, 3 is 75 A, for every
quadrupole constant B. -/
theorem projection_three_halves (A B : ℝ) :
    ∑ F ∈ Finset.range 4, (2 * (F : ℝ) + 1) *
      (dipole (3 / 2) (3 / 2) F * energy (3 / 2) (3 / 2) A (B / 18) F) = 75 * A := by
  simp only [Finset.sum_range_succ, Finset.sum_range_zero, energy, quadrupole, dipole]
  push_cast
  ring
```

This sum runs over the natural numbers below 4, which are the four values of $F$. It is evaluated term by term, without the general projection theorem, and agrees with it: $16\cdot(15/4)^2/3=75$.

Subtracting neighbouring rows of the table and dividing by the upper $F$ gives

$$\frac{A-B}{1}=A-B,\qquad\frac{2A-B}{2}=A-\frac B2,\qquad\frac{3A+B}{3}=A+\frac B3 .$$

```lean
/-- For I = J = 3/2 the three intervals, each divided by its upper F, give
A - B, A - B/2 and A + B/3. -/
theorem intervals_three_halves (A B : ℝ) :
    (energy (3 / 2) (3 / 2) A (B / 18) 1 - energy (3 / 2) (3 / 2) A (B / 18) 0) / 1
      = A - B ∧
    (energy (3 / 2) (3 / 2) A (B / 18) 2 - energy (3 / 2) (3 / 2) A (B / 18) 1) / 2
      = A - B / 2 ∧
    (energy (3 / 2) (3 / 2) A (B / 18) 3 - energy (3 / 2) (3 / 2) A (B / 18) 2) / 3
      = A + B / 3 := by
  obtain ⟨h0, h1, h2, h3⟩ := energies_three_halves A B
  rw [h0, h1, h2, h3]
  refine ⟨?_, ?_, ?_⟩ <;> ring

end

end HyperfineIntervals
```

The proof inserts the four energies from `energies_three_halves` and simplifies. For $B\neq0$ all three values differ from $A$, and the first two err in the opposite direction to the third.

```lean
#print axioms HyperfineIntervals.centre_of_gravity
#print axioms HyperfineIntervals.interval_unbiased_iff
#print axioms HyperfineIntervals.projection_three_halves
#print axioms HyperfineIntervals.intervals_three_halves
```

```
'HyperfineIntervals.centre_of_gravity' depends on axioms: [propext, Classical.choice, Quot.sound]
'HyperfineIntervals.interval_unbiased_iff' depends on axioms: [propext, Classical.choice, Quot.sound]
'HyperfineIntervals.projection_three_halves' depends on axioms: [propext, Classical.choice, Quot.sound]
'HyperfineIntervals.intervals_three_halves' depends on axioms: [propext, Classical.choice, Quot.sound]
```

## A multiplet with A = 100 MHz and B = 36 MHz

With these invented constants the energies for $F=0,1,2,3$ are $-330$, $-266$, $-102$ and $234$ MHz. The intervals are $64$, $164$ and $336$ MHz. Divided by $1$, $2$ and $3$, they suggest dipole constants of $64$, $82$ and $112$ MHz.

The projection uses the same four energies:

$$1237.5+2194.5+382.5+3685.5=7500\ \text{MHz},$$

and $7500/75=100$ MHz, as put in.

## Passing B where b belongs

Since `energy` accepts any real number as its fourth argument, it is easy to write `B` there instead of `B / 18`. The projected sum would not reveal the error: it is $75A$ for every value of that argument. The intervals would, because the first would become $A-18B$ instead of $A-B$. A check of the quadrupole normalisation therefore has to use a quantity that depends on $B$, such as the level table or an interval.
